# The Coulomb sum on an N-point Laguerre mesh equals 1 + 1/2 + … + 1/N

The Laguerre polynomial of degree two is $L_2(x)=1-2x+x^2/2=1-x\,(2-x/2)$, so at each of its zeros $1/x$ equals the linear function $2-x/2$. A quadrature rule on these two zeros that is exact for polynomials of degree at most one against $e^{-t}$ on $[0,\infty)$ therefore assigns to $\int_0^\infty e^{-t}/t\,dt$, which diverges, the finite value $2-\tfrac12=1+\tfrac12$. The Coulomb sum of the title is $\sum_iw_i/x_i$ over the $N$ zeros $x_i$ of the Laguerre polynomial $L_N$, with quadrature weights $w_i$ that already include the factor $e^{-t}$ and are exact for polynomials of degree below $N$.

In Lean 4 with Mathlib:

```lean
import Mathlib

open MeasureTheory
open scoped Polynomial

namespace LaguerreMeshCoulomb

noncomputable section

/-- The Laguerre polynomial of degree `N`, as an explicit finite sum. -/
def laguerre (N : ℕ) (x : ℝ) : ℝ :=
  ∑ k ∈ Finset.range (N + 1), (-1) ^ k * (N.choose k : ℝ) * x ^ k / (k.factorial : ℝ)

/-- A Laguerre mesh: the nodes `x i` are zeros of the Laguerre polynomial of degree `N`, and the
weights `w i` integrate polynomials of degree below `N` exactly against `exp (-t)` on the
half-line. -/
structure IsLaguerreMesh (N : ℕ) (x w : Fin N → ℝ) : Prop where
  root : ∀ i, laguerre N (x i) = 0
  quad : ∀ p : ℝ[X], p.degree < N →
    ∑ i, w i * p.eval (x i) = ∫ t in Set.Ioi (0 : ℝ), p.eval t * Real.exp (-t)

/-- The coefficients of the polynomial `(1 - L_N(x)) / x`, which equals `1 / x` at the nodes. -/
def coulombCoeff (N k : ℕ) : ℝ :=
  (-1) ^ k * (N.choose (k + 1) : ℝ) / ((k + 1).factorial : ℝ)

/-- The Laguerre polynomial is one minus `x` times a polynomial of degree below `N`. -/
theorem laguerre_eq (N : ℕ) (x : ℝ) :
    laguerre N x = 1 - x * ∑ k ∈ Finset.range N, coulombCoeff N k * x ^ k := by
  have h : ∑ k ∈ Finset.range N, (-1) ^ (k + 1) * (N.choose (k + 1) : ℝ) * x ^ (k + 1) /
      ((k + 1).factorial : ℝ) = -(x * ∑ k ∈ Finset.range N, coulombCoeff N k * x ^ k) := by
    rw [Finset.mul_sum, ← Finset.sum_neg_distrib]
    refine Finset.sum_congr rfl fun k _ => ?_
    unfold coulombCoeff
    ring
  rw [laguerre, Finset.sum_range_succ', h]
  simp only [pow_zero, Nat.choose_zero_right, Nat.cast_one, Nat.factorial_zero]
  ring

/-- A polynomial with coefficients `c k` is integrated against `exp (-t)` on the half-line by
replacing each power `t ^ k` by `k!`. -/
theorem integral_exp_weight (c : ℕ → ℝ) (n : ℕ) :
    ∫ t in Set.Ioi (0 : ℝ), (∑ k ∈ Finset.range n, c k * t ^ k) * Real.exp (-t) =
      ∑ k ∈ Finset.range n, c k * (k.factorial : ℝ) := by
  -- the moments are values of the Gamma function
  have hint : ∀ k : ℕ, IntegrableOn (fun t : ℝ => t ^ k * Real.exp (-t)) (Set.Ioi 0) := by
    intro k
    have h := Real.GammaIntegral_convergent (s := (k : ℝ) + 1) (by positivity)
    simpa only [add_sub_cancel_right, Real.rpow_natCast, mul_comm] using h
  have hval : ∀ k : ℕ, ∫ t in Set.Ioi (0 : ℝ), t ^ k * Real.exp (-t) = (k.factorial : ℝ) := by
    intro k
    have h := Real.Gamma_eq_integral (s := (k : ℝ) + 1) (by positivity)
    rw [Real.Gamma_nat_eq_factorial] at h
    simp only [add_sub_cancel_right, Real.rpow_natCast] at h
    rw [h]
    simp only [mul_comm]
  simp only [Finset.sum_mul, mul_assoc]
  rw [integral_finsetSum _ (fun k _ => Integrable.const_mul (hint k) (c k))]
  refine Finset.sum_congr rfl fun k _ => ?_
  rw [integral_const_mul, hval]

/-- An alternating binomial sum equals the harmonic number `1 + 1/2 + ... + 1/N`. -/
theorem alternating_sum_eq_harmonic (N : ℕ) :
    ∑ k ∈ Finset.range N, (-1 : ℝ) ^ k * (N.choose (k + 1) : ℝ) / ((k : ℝ) + 1) =
      ∑ k ∈ Finset.range N, 1 / ((k : ℝ) + 1) := by
  induction N with
  | zero => simp
  | succ N ih =>
    -- the binomial expansion of (-1 + 1)^(N+1), without its first term
    have h : ∑ k ∈ Finset.range (N + 1), (-1 : ℝ) ^ k * ((N + 1).choose (k + 1) : ℝ) = 1 := by
      have h := add_pow (-1 : ℝ) 1 (N + 1)
      rw [neg_add_cancel, zero_pow (Nat.succ_ne_zero N), Finset.sum_range_succ'] at h
      simp only [one_pow, mul_one, pow_zero, Nat.choose_zero_right, Nat.cast_one, pow_succ,
        mul_neg, neg_mul, Finset.sum_neg_distrib] at h
      linarith
    have hstep : ∑ k ∈ Finset.range (N + 1), (-1 : ℝ) ^ k * (N.choose k : ℝ) / ((k : ℝ) + 1) =
        1 / ((N : ℝ) + 1) := by
      have hN : (N : ℝ) + 1 ≠ 0 := by positivity
      rw [eq_div_iff hN, Finset.sum_mul]
      refine Eq.trans ?_ h
      refine Finset.sum_congr rfl fun k _ => ?_
      have hk : (k : ℝ) + 1 ≠ 0 := by positivity
      have hc : ((N : ℝ) + 1) * (N.choose k : ℝ) =
          ((N + 1).choose (k + 1) : ℝ) * ((k : ℝ) + 1) := by
        exact_mod_cast Nat.add_one_mul_choose_eq N k
      rw [div_mul_eq_mul_div, div_eq_iff hk]
      linear_combination (-1 : ℝ) ^ k * hc
    have hlast : ∑ k ∈ Finset.range (N + 1),
        (-1 : ℝ) ^ k * (N.choose (k + 1) : ℝ) / ((k : ℝ) + 1) =
        ∑ k ∈ Finset.range N, (-1 : ℝ) ^ k * (N.choose (k + 1) : ℝ) / ((k : ℝ) + 1) := by
      rw [Finset.sum_range_succ]
      simp
    -- Pascal's rule splits the sum
    rw [Finset.sum_range_succ (fun k : ℕ => 1 / ((k : ℝ) + 1)), ← ih, ← hlast, ← hstep,
      ← Finset.sum_add_distrib]
    refine Finset.sum_congr rfl fun k _ => ?_
    rw [Nat.choose_succ_succ', Nat.cast_add]
    ring

/-- No node of a Laguerre mesh sits at the Coulomb singularity. -/
theorem node_ne_zero {N : ℕ} {x w : Fin N → ℝ} (h : IsLaguerreMesh N x w) (i : Fin N) :
    x i ≠ 0 := by
  intro h0
  have hr := h.root i
  rw [laguerre_eq, h0] at hr
  simp at hr

/-- On a Laguerre mesh with `N` nodes the Coulomb sum of `w i / x i` equals
`1 + 1/2 + ... + 1/N`. -/
theorem mesh_coulomb {N : ℕ} {x w : Fin N → ℝ} (h : IsLaguerreMesh N x w) :
    ∑ i, w i / x i = ∑ k ∈ Finset.range N, 1 / ((k : ℝ) + 1) := by
  -- the polynomial that agrees with 1/x on the mesh
  obtain ⟨p, hdeg, heval⟩ : ∃ p : ℝ[X], p.degree < N ∧
      ∀ t, p.eval t = ∑ k ∈ Finset.range N, coulombCoeff N k * t ^ k := by
    refine ⟨∑ k ∈ Finset.range N, Polynomial.C (coulombCoeff N k) * Polynomial.X ^ k, ?_, ?_⟩
    · rw [Polynomial.degree_lt_iff_coeff_zero]
      intro m hm
      rw [Polynomial.finsetSum_coeff]
      refine Finset.sum_eq_zero fun k hk => ?_
      have hk' := Finset.mem_range.mp hk
      rw [Polynomial.coeff_C_mul, Polynomial.coeff_X_pow, if_neg (by omega), mul_zero]
    · intro t
      simp [Polynomial.eval_finsetSum]
  have hq := h.quad p hdeg
  simp only [heval] at hq
  rw [integral_exp_weight] at hq
  rw [← alternating_sum_eq_harmonic]
  calc ∑ i, w i / x i
      = ∑ i, w i * ∑ k ∈ Finset.range N, coulombCoeff N k * x i ^ k := by
        refine Finset.sum_congr rfl fun i _ => ?_
        have r := h.root i
        rw [laguerre_eq] at r
        rw [div_eq_iff (node_ne_zero h i)]
        linear_combination w i * r
    _ = ∑ k ∈ Finset.range N, coulombCoeff N k * (k.factorial : ℝ) := hq
    _ = _ := by
        refine Finset.sum_congr rfl fun k _ => ?_
        have hk : (k.factorial : ℝ) ≠ 0 := by exact_mod_cast k.factorial_ne_zero
        have hk1 : (k : ℝ) + 1 ≠ 0 := by positivity
        rw [coulombCoeff, Nat.factorial_succ]
        push_cast
        field_simp

/-- For a polynomial density `f` of degree at most `N`, the mesh Coulomb sum is the exact integral
of the subtracted density `(f t - f 0) / t` against `exp (-t)` on the half-line, plus `f 0` times
the harmonic number. -/
theorem mesh_coulomb_density {N : ℕ} {x w : Fin N → ℝ} (h : IsLaguerreMesh N x w)
    (f : ℝ[X]) (hf : f.natDegree ≤ N) :
    ∑ i, w i * (f.eval (x i) / x i) =
      f.eval 0 * ∑ k ∈ Finset.range N, 1 / ((k : ℝ) + 1) +
        ∫ t in Set.Ioi (0 : ℝ), (f.eval t - f.eval 0) / t * Real.exp (-t) := by
  have hd : ∀ t, f.eval t = f.divX.eval t * t + f.eval 0 := by
    intro t
    have e := congrArg (Polynomial.eval t) (Polynomial.divX_mul_X_add f)
    rw [Polynomial.eval_add, Polynomial.eval_mul, Polynomial.eval_X, Polynomial.eval_C,
      Polynomial.coeff_zero_eq_eval_zero] at e
    exact e.symm
  have hdeg : f.divX.degree < N := by
    rw [Polynomial.degree_lt_iff_coeff_zero]
    intro m hm
    rw [Polynomial.coeff_divX]
    exact Polynomial.coeff_eq_zero_of_natDegree_lt (by omega)
  -- the subtracted density is a polynomial that the mesh integrates exactly
  have hI : ∫ t in Set.Ioi (0 : ℝ), (f.eval t - f.eval 0) / t * Real.exp (-t) =
      ∫ t in Set.Ioi (0 : ℝ), f.divX.eval t * Real.exp (-t) := by
    refine setIntegral_congr_fun measurableSet_Ioi fun t ht => ?_
    have e : (f.eval t - f.eval 0) / t = f.divX.eval t := by
      rw [div_eq_iff (Set.mem_Ioi.mp ht).ne']
      linarith [hd t]
    simp only [e]
  rw [hI, ← h.quad f.divX hdeg, ← mesh_coulomb h, Finset.mul_sum, ← Finset.sum_add_distrib]
  refine Finset.sum_congr rfl fun i _ => ?_
  have hx := node_ne_zero h i
  have e : f.eval (x i) / x i = f.divX.eval (x i) + f.eval 0 / x i := by
    rw [div_eq_iff hx, add_mul, div_mul_cancel₀ _ hx]
    exact hd _
  rw [e]
  ring

/-- The mesh value of the Coulomb integral grows logarithmically: it lies between `log (N + 1)`
and `1 + log (N + 1)`. -/
theorem mesh_coulomb_log {N : ℕ} {x w : Fin N → ℝ} (h : IsLaguerreMesh N x w) :
    Real.log ((N : ℝ) + 1) ≤ ∑ i, w i / x i ∧
      ∑ i, w i / x i ≤ 1 + Real.log ((N : ℝ) + 1) := by
  have hH : ((harmonic N : ℚ) : ℝ) = ∑ k ∈ Finset.range N, 1 / ((k : ℝ) + 1) := by
    simp [harmonic]
  have hlog : Real.log (N : ℝ) ≤ Real.log ((N : ℝ) + 1) := by
    rcases Nat.eq_zero_or_pos N with h0 | h0
    · simp [h0]
    · exact Real.log_le_log (by exact_mod_cast h0) (by linarith)
  have hlow := log_add_one_le_harmonic N
  have hup := harmonic_le_one_add_log N
  push_cast at hlow
  rw [mesh_coulomb h, ← hH]
  exact ⟨hlow, by linarith⟩

/-- The Coulomb integral of `exp (-t) / t` over the half-line diverges. -/
theorem coulomb_not_integrable :
    ¬ IntegrableOn (fun t : ℝ => Real.exp (-t) / t) (Set.Ioi 0) := by
  intro h
  -- near the origin the integrand dominates a multiple of 1/t
  have h1 : IntegrableOn (fun t : ℝ => t⁻¹) (Set.Ioc 0 1) := by
    refine Integrable.mono'
      (Integrable.const_mul (h.mono_set Set.Ioc_subset_Ioi_self) (Real.exp 1))
      measurable_inv.aestronglyMeasurable ?_
    refine (ae_restrict_iff' measurableSet_Ioc).mpr (ae_of_all _ fun t ht => ?_)
    have hp : 0 < t⁻¹ := inv_pos.mpr ht.1
    have he : 1 ≤ Real.exp 1 * Real.exp (-t) := by
      rw [← Real.exp_add]
      exact Real.one_le_exp (by linarith [ht.2])
    rw [Real.norm_eq_abs, abs_of_pos hp]
    calc t⁻¹ = 1 * t⁻¹ := (one_mul _).symm
      _ ≤ (Real.exp 1 * Real.exp (-t)) * t⁻¹ := mul_le_mul_of_nonneg_right he hp.le
      _ = Real.exp 1 * (Real.exp (-t) / t) := by ring
  have h2 := (intervalIntegrable_iff_integrableOn_Ioc_of_le zero_le_one).mpr h1
  rw [intervalIntegrable_inv_iff] at h2
  rcases h2 with h2 | h2
  · exact zero_ne_one h2
  · exact h2 Set.left_mem_uIcc

/-- The nodes `2 - √2`, `2 + √2` with the weights `(2 + √2)/4`, `(2 - √2)/4` form a two-point
Laguerre mesh. -/
theorem isLaguerreMesh_witness :
    IsLaguerreMesh 2 ![2 - √2, 2 + √2] ![(2 + √2) / 4, (2 - √2) / 4] := by
  have hs : √2 ^ 2 = (2 : ℝ) := Real.sq_sqrt (by norm_num)
  have lag : ∀ x, laguerre 2 x = 1 - 2 * x + x ^ 2 / 2 := by
    intro x
    simp [laguerre, Finset.sum_range_succ]
    ring
  refine ⟨Fin.forall_fin_two.mpr ⟨?_, ?_⟩, ?_⟩
  · show laguerre 2 (2 - √2) = 0
    rw [lag]
    linear_combination hs / 2
  · show laguerre 2 (2 + √2) = 0
    rw [lag]
    linear_combination hs / 2
  · intro p hp
    have hc := (Polynomial.degree_lt_iff_coeff_zero p 2).mp hp
    have hn : p.natDegree ≤ 1 :=
      Polynomial.natDegree_le_iff_coeff_eq_zero.mpr fun m hm => hc m hm
    have he : ∀ t, p.eval t = ∑ k ∈ Finset.range 2, p.coeff k * t ^ k :=
      fun t => Polynomial.eval_eq_sum_range' (by omega) t
    simp only [he]
    rw [integral_exp_weight]
    simp [Fin.sum_univ_two, Finset.sum_range_succ]
    linear_combination (-(p.coeff 1) / 2) * hs

end

end LaguerreMeshCoulomb
```

```lean
#print axioms LaguerreMeshCoulomb.mesh_coulomb
#print axioms LaguerreMeshCoulomb.mesh_coulomb_density
#print axioms LaguerreMeshCoulomb.mesh_coulomb_log
#print axioms LaguerreMeshCoulomb.coulomb_not_integrable
```

```
'LaguerreMeshCoulomb.mesh_coulomb' depends on axioms: [propext, Classical.choice, Quot.sound]
'LaguerreMeshCoulomb.mesh_coulomb_density' depends on axioms: [propext, Classical.choice, Quot.sound]
'LaguerreMeshCoulomb.mesh_coulomb_log' depends on axioms: [propext, Classical.choice, Quot.sound]
'LaguerreMeshCoulomb.coulomb_not_integrable' depends on axioms: [propext, Classical.choice, Quot.sound]
```

## Nodes, weights and the Coulomb factor

`laguerre N x` is the explicit sum $L_N(x)=\sum_{k=0}^{N}(-1)^k\binom Nk x^k/k!$. The predicate `IsLaguerreMesh N x w` takes $N$ real nodes $x_i$ and $N$ real weights $w_i$, and asks for two things: `root` says that $L_N(x_i)=0$, and `quad` says that $\sum_i w_i\,p(x_i)=\int_0^\infty p(t)e^{-t}\,dt$ for every real polynomial $p$ of degree below $N$. The factor $e^{-t}$ is thus absorbed into the weights. The usual mesh, on the $N$ distinct positive zeros with their Gauss weights, has both properties; distinctness and positivity of the nodes are not separate assumptions.

Here $t$ is a dimensionless radial coordinate and $1/t$ is the Coulomb factor without its charge and sign. The measure is $dt$, so the volume factor $t^2$ of three dimensions is not included; with it, the Coulomb integral of $e^{-t}$ would be the finite $\int_0^\infty t\,e^{-t}dt=1$. `mesh_coulomb` states that every such mesh satisfies
$$\sum_i \frac{w_i}{x_i}=H_N,\qquad H_N=\sum_{k=0}^{N-1}\frac1{k+1}.$$
For $N=0$ both sides are empty sums. The existence of a mesh is proved only for $N=2$, in `isLaguerreMesh_witness`; for other $N$ the mesh is a hypothesis.

## From the zeros to the harmonic number

Separate the $k=0$ term of $L_N$ and take a factor $-x$ out of the rest, as `laguerre_eq` does:
$$L_N(x)=1-xQ(x),\qquad Q(x)=\sum_{k=0}^{N-1}c_kx^k,\qquad c_k=\frac{(-1)^k}{(k+1)!}\binom N{k+1}.$$
The $c_k$ are `coulombCoeff N k`. At a node $x_iQ(x_i)=1$, hence $x_i\ne0$ (`node_ne_zero`) and $Q(x_i)=1/x_i$.

Since $Q$ has degree below $N$, the mesh integrates it exactly. With $\int_0^\infty t^ke^{-t}dt=k!$, which `integral_exp_weight` takes from the Gamma function,
$$\sum_i\frac{w_i}{x_i}=\int_0^\infty Q(t)e^{-t}dt=\sum_{k=0}^{N-1}c_k\,k!=\sum_{k=0}^{N-1}\frac{(-1)^k}{k+1}\binom N{k+1}=:S_N.$$
The `calc` block in `mesh_coulomb` follows this chain.

`alternating_sum_eq_harmonic` shows $S_N=H_N$ by induction from $S_0=0$. Pascal's rule $\binom{N+1}{k+1}=\binom Nk+\binom N{k+1}$ splits $S_{N+1}$ into two sums over $k=0,\dots,N$. The one with $\binom N{k+1}$ is $S_N$, because its last term vanishes (`hlast`). In the other, $\frac1{k+1}\binom Nk=\frac1{N+1}\binom{N+1}{k+1}$ gives (`hstep`)
$$\frac1{N+1}\sum_{k=0}^{N}(-1)^k\binom{N+1}{k+1}=\frac1{N+1},$$
where the sum is $1$ by the expansion of $(1-1)^{N+1}=0$. Thus $S_{N+1}=S_N+\frac1{N+1}$.

## The two-point mesh in numbers

The zeros of $L_2$ are $2\mp\sqrt2\approx0.5858,\ 3.4142$, with weights $(2\pm\sqrt2)/4\approx0.8536,\ 0.1464$. Then
$$\frac{2+\sqrt2}{4(2-\sqrt2)}+\frac{2-\sqrt2}{4(2+\sqrt2)}=\frac{(2+\sqrt2)^2+(2-\sqrt2)^2}{8}=\frac{12}{8}=\frac32.$$
The node nearest the origin contributes about $1.457$ of this.

## Divergence, and densities that vanish at the origin

On $(0,1]$ we have $e^{-t}/t\ge e^{-1}/t$, and $1/t$ is not integrable there; `coulomb_not_integrable` makes this comparison. The mesh value reflects the divergence only through its growth with $N$: `mesh_coulomb_log` gives $\log(N+1)\le\sum_iw_i/x_i\le1+\log(N+1)$, from Mathlib's bounds on the harmonic numbers.

For a polynomial $f$ of degree at most $N$, write $f(t)=f(0)+t\,g(t)$, where $g$ is `f.divX` and has degree below $N$. Dividing by $x_i$ and summing, with the mesh exact for $g$, yields `mesh_coulomb_density`:
$$\sum_iw_i\frac{f(x_i)}{x_i}=f(0)\,H_N+\int_0^\infty\frac{f(t)-f(0)}t\,e^{-t}dt.$$

For radial Lagrange-mesh calculations with densities of the form $f(t)e^{-t}$, $f$ a polynomial of degree at most $N$, this means that the Coulomb matrix element is exact when $f(0)=0$, as it is when the volume factor $t^2$ is part of $f$. The degree bound is sufficient but not sharp: because $L_N$ is orthogonal to all polynomials of lower degree, the mesh is in fact exact up to degree $2N-1$, which allows $f$ of degree up to $2N$; this extension is not proved here. When $f(0)\neq0$, the integral of $f(t)e^{-t}/t$ diverges at the origin, although every mesh gives it a finite value.
